# For samples with a common mean and nonnegative covariances, the naive squared error is on average at most the variance of the mean

At the end of a Monte Carlo or molecular dynamics run, a code averages the N recorded values X₀, …, X_{N−1} of an observable and attaches an error bar. The simplest recipe takes the square root of

Q = ∑ᵢ (Xᵢ − X̄)² / (N(N − 1)),

where X̄ = (∑ᵢ Xᵢ)/N is the sample mean. The quantity Q is meant to estimate Var(X̄), the variance of the mean over repeated runs. Write E for the average over such runs, and let S be the sum of Cov(Xᵢ, Xⱼ) over all ordered pairs with i ≠ j. If N ≥ 2, the samples have finite second moments and all have the same mean m, then

Var(X̄) − E[Q] = S / (N(N − 1)).

If each covariance with i ≠ j is also nonnegative, E[Q] ≤ Var(X̄), with equality exactly when all these covariances vanish.

## Raw samples and block averages

A code that applies Q to successive values of an observable with a common mean and positive covariances reports a squared error that is too small on average. A blocking analysis applies the same formula to block averages, and the bound holds for any set of at least two blocks whose averages satisfy the hypotheses. It concerns one set of data at a time: it does not say how the estimate changes from one block length to the next, or whether it reaches a plateau. The Lean names `FlyvbjergPetersenBound` and `flyvbjerg_petersen_bound` allude to the blocking method of Flyvbjerg and Petersen, but what is proved is only this bound for one set of data, not the method itself.

## From covariances to the bias

The fluctuation of the sample mean is the average of the individual fluctuations:

X̄ − E[X̄] = (1/N) ∑ᵢ (Xᵢ − E[Xᵢ]).

Squaring, taking the expectation and separating the diagonal terms gives

Var(X̄) = (1/N²) ∑ᵢ ∑ⱼ Cov(Xᵢ, Xⱼ) = (∑ᵢ Var(Xᵢ) + S) / N².

For any number c,

∑ᵢ (Xᵢ − c)² = ∑ᵢ Xᵢ² − 2cN X̄ + N c².

Subtracting the case c = m from the case c = X̄ yields

∑ᵢ (Xᵢ − X̄)² = ∑ᵢ (Xᵢ − m)² − N(X̄ − m)².

Since every Xᵢ has mean m, so does X̄. The expectations on the right are therefore variances, and

E[Q] = (∑ᵢ Var(Xᵢ) − N Var(X̄)) / (N(N − 1)).

The first result gives ∑ᵢ Var(Xᵢ) = N² Var(X̄) − S. Substituting it,

E[Q] = (N(N − 1) Var(X̄) − S) / (N(N − 1)) = Var(X̄) − S / (N(N − 1)).

Because N(N − 1) > 0, E[Q] ≤ Var(X̄) holds exactly when S ≥ 0. If every term of S is nonnegative, then S ≥ 0, and S = 0 forces each term to vanish. Conversely, if all the terms vanish, S = 0 and the two sides agree.

The extreme case is a run that records the same value Y every time. Then X̄ = Y and Q = 0, while Var(X̄) = Var(Y): the error bar is zero although the mean fluctuates from run to run as much as a single sample.

## The definitions and theorems in Lean

```lean
import Mathlib

open MeasureTheory ProbabilityTheory

namespace FlyvbjergPetersenBound

noncomputable section

variable {Ω : Type*} [MeasurableSpace Ω] {μ : Measure Ω} {N : ℕ}

/-- The average of the `N` recorded values of an observable, for `N ≥ 1`. -/
def sampleMean (X : Fin N → Ω → ℝ) (ω : Ω) : ℝ := (∑ i, X i ω) / N

/-- The naive estimate of the squared statistical error of the mean,
`∑ (X i - mean)² / (N (N - 1))`, for `N ≥ 2`. -/
def naiveSqError (X : Fin N → Ω → ℝ) (ω : Ω) : ℝ :=
  (∑ i, (X i ω - sampleMean X ω) ^ 2) / ((N : ℝ) * (N - 1))

/-- The sum of the covariances over all ordered pairs of different samples. -/
def crossCov (μ : Measure Ω) (X : Fin N → Ω → ℝ) : ℝ :=
  ∑ i, ∑ j ∈ Finset.univ.erase i, cov[X i, X j; μ]

/-- The sample mean of square-integrable observables is square-integrable. -/
theorem memLp_sampleMean {X : Fin N → Ω → ℝ} (hX : ∀ i, MemLp (X i) 2 μ) :
    MemLp (sampleMean X) 2 μ := by
  have h : MemLp (fun ω => ∑ i, X i ω) 2 μ := MeasureTheory.memLp_finsetSum _ (fun i _ => hX i)
  convert h.const_mul ((N : ℝ)⁻¹) using 1
  ext ω
  simp only [sampleMean, div_eq_inv_mul]

/-- The variance of the sample mean is the sum of all covariances divided by `N²`. -/
theorem variance_sampleMean [IsProbabilityMeasure μ] {X : Fin N → Ω → ℝ}
    (hX : ∀ i, MemLp (X i) 2 μ) :
    Var[sampleMean X; μ] = (∑ i, ∑ j, cov[X i, X j; μ]) / (N : ℝ) ^ 2 := by
  have hint : ∀ i j, Integrable
      (fun ω => (X i ω - ∫ x, X i x ∂μ) * (X j ω - ∫ x, X j x ∂μ)) μ := fun i j =>
    ((hX i).sub (memLp_const _)).integrable_mul ((hX j).sub (memLp_const _))
  have hmean : ∫ ω, sampleMean X ω ∂μ = (∑ i, ∫ ω, X i ω ∂μ) / N := by
    simp only [sampleMean]
    rw [integral_div, MeasureTheory.integral_finsetSum _ (fun i _ => (hX i).integrable one_le_two)]
  -- the squared fluctuation of the mean is a double sum of products of fluctuations
  have hpt : ∀ ω, (sampleMean X ω - ∫ x, sampleMean X x ∂μ) ^ 2 =
      (∑ i, ∑ j, (X i ω - ∫ x, X i x ∂μ) * (X j ω - ∫ x, X j x ∂μ)) / (N : ℝ) ^ 2 := by
    intro ω
    rw [hmean, sampleMean, ← sub_div, ← Finset.sum_sub_distrib, div_pow,
      pow_two (Finset.sum _ _), Finset.sum_mul_sum]
  rw [variance_eq_integral (memLp_sampleMean hX).aestronglyMeasurable.aemeasurable]
  refine (integral_congr_ae (Filter.Eventually.of_forall hpt)).trans ?_
  rw [integral_div, MeasureTheory.integral_finsetSum _
    (fun i _ => MeasureTheory.integrable_finsetSum _ (fun j _ => hint i j))]
  congr 1
  refine Finset.sum_congr rfl (fun i _ => ?_)
  rw [MeasureTheory.integral_finsetSum _ (fun j _ => hint i j)]
  rfl

/-- The sum of squared deviations from the sample mean is that from any reference value `m`, less
`N` times the squared distance between the sample mean and `m`. -/
theorem sum_sq_dev (hN : N ≠ 0) (x : Fin N → ℝ) (m : ℝ) :
    ∑ i, (x i - (∑ j, x j) / N) ^ 2 =
      ∑ i, (x i - m) ^ 2 - N * ((∑ j, x j) / N - m) ^ 2 := by
  have h : ∀ c : ℝ, ∑ i, (x i - c) ^ 2 =
      ∑ i, x i ^ 2 - 2 * c * ∑ i, x i + N * c ^ 2 := by
    intro c
    simp only [sub_sq, Finset.sum_add_distrib, Finset.sum_sub_distrib, ← Finset.sum_mul,
      ← Finset.mul_sum, Finset.sum_const, Finset.card_univ, Fintype.card_fin, nsmul_eq_mul]
    ring
  have hN' : (N : ℝ) ≠ 0 := Nat.cast_ne_zero.mpr hN
  have hS : (N : ℝ) * ((∑ j, x j) / N) = ∑ j, x j := by field_simp
  rw [h ((∑ j, x j) / N), h m]
  generalize (∑ j, x j) / (N : ℝ) = a at hS ⊢
  linear_combination 2 * (a - m) * hS

/-- For samples with a common mean, the expected naive squared error is fixed by the
single-sample variances and the variance of the sample mean. -/
theorem integral_naiveSqError [IsProbabilityMeasure μ] {X : Fin N → Ω → ℝ} {m : ℝ}
    (hN : 2 ≤ N) (hX : ∀ i, MemLp (X i) 2 μ) (hm : ∀ i, ∫ ω, X i ω ∂μ = m) :
    ∫ ω, naiveSqError X ω ∂μ =
      (∑ i, Var[X i; μ] - N * Var[sampleMean X; μ]) / ((N : ℝ) * (N - 1)) := by
  have hN0 : N ≠ 0 := by omega
  have hN' : (N : ℝ) ≠ 0 := Nat.cast_ne_zero.mpr hN0
  have hM := memLp_sampleMean hX
  have hmean : ∫ ω, sampleMean X ω ∂μ = m := by
    simp only [sampleMean]
    rw [integral_div, MeasureTheory.integral_finsetSum _ (fun i _ => (hX i).integrable one_le_two)]
    simp only [hm, Finset.sum_const, Finset.card_univ, Fintype.card_fin, nsmul_eq_mul]
    exact mul_div_cancel_left₀ _ hN'
  have hV : ∀ i, ∫ ω, (X i ω - m) ^ 2 ∂μ = Var[X i; μ] := by
    intro i
    rw [variance_eq_integral (hX i).aestronglyMeasurable.aemeasurable, hm i]
  have hVM : ∫ ω, (sampleMean X ω - m) ^ 2 ∂μ = Var[sampleMean X; μ] := by
    rw [variance_eq_integral hM.aestronglyMeasurable.aemeasurable, hmean]
  have hi : ∀ i, Integrable (fun ω => (X i ω - m) ^ 2) μ := fun i =>
    ((hX i).sub (memLp_const m)).integrable_sq
  have hiM : Integrable (fun ω => (sampleMean X ω - m) ^ 2) μ :=
    (hM.sub (memLp_const m)).integrable_sq
  -- measure all deviations from the common mean, then integrate
  have hpt : ∀ ω, naiveSqError X ω =
      (∑ i, (X i ω - m) ^ 2 - N * (sampleMean X ω - m) ^ 2) / ((N : ℝ) * (N - 1)) :=
    fun ω => congrArg (· / ((N : ℝ) * (N - 1))) (sum_sq_dev hN0 (fun i => X i ω) m)
  simp_rw [hpt]
  rw [integral_div, integral_sub (MeasureTheory.integrable_finsetSum _ (fun i _ => hi i))
    (hiM.const_mul (N : ℝ)), MeasureTheory.integral_finsetSum _ (fun i _ => hi i),
    integral_const_mul, hVM]
  simp only [hV]

/-- For samples with a common mean, the variance of the mean minus the expected naive squared error
is exactly the total cross-covariance divided by `N (N - 1)`. -/
theorem bias_eq [IsProbabilityMeasure μ] {X : Fin N → Ω → ℝ} {m : ℝ}
    (hN : 2 ≤ N) (hX : ∀ i, MemLp (X i) 2 μ) (hm : ∀ i, ∫ ω, X i ω ∂μ = m) :
    Var[sampleMean X; μ] - ∫ ω, naiveSqError X ω ∂μ =
      crossCov μ X / ((N : ℝ) * (N - 1)) := by
  have h2 : (2 : ℝ) ≤ N := by exact_mod_cast hN
  have hD : (N : ℝ) * (N - 1) ≠ 0 := (mul_pos (by linarith) (by linarith)).ne'
  have hN2 : (N : ℝ) ^ 2 ≠ 0 := pow_ne_zero 2 (by linarith)
  -- split the double sum into its diagonal and the cross terms
  have hS : ∑ i, ∑ j, cov[X i, X j; μ] = ∑ i, Var[X i; μ] + crossCov μ X := by
    rw [crossCov, ← Finset.sum_add_distrib]
    refine Finset.sum_congr rfl (fun i _ => ?_)
    rw [← covariance_self (hX i).aestronglyMeasurable.aemeasurable]
    exact (Finset.add_sum_erase Finset.univ (fun j => cov[X i, X j; μ])
      (Finset.mem_univ i)).symm
  have hv := variance_sampleMean hX
  rw [hS, eq_div_iff hN2] at hv
  rw [integral_naiveSqError hN hX hm, eq_div_iff hD, sub_mul, div_mul_cancel₀ _ hD]
  linear_combination hv

/-- For samples with a common mean, the naive squared error is on average at most the variance of
the mean if and only if the total cross-covariance is nonnegative. -/
theorem naive_le_iff [IsProbabilityMeasure μ] {X : Fin N → Ω → ℝ} {m : ℝ}
    (hN : 2 ≤ N) (hX : ∀ i, MemLp (X i) 2 μ) (hm : ∀ i, ∫ ω, X i ω ∂μ = m) :
    ∫ ω, naiveSqError X ω ∂μ ≤ Var[sampleMean X; μ] ↔ 0 ≤ crossCov μ X := by
  have h2 : (2 : ℝ) ≤ N := by exact_mod_cast hN
  have hD : 0 < (N : ℝ) * (N - 1) := mul_pos (by linarith) (by linarith)
  rw [← sub_nonneg, bias_eq hN hX hm, le_div_iff₀ hD, zero_mul]

/-- For at least two square-integrable samples with a common mean and nonnegative pairwise
covariances, the expected naive squared error is at most the variance of the mean, with equality
exactly when all pairwise covariances vanish. -/
theorem flyvbjerg_petersen_bound [IsProbabilityMeasure μ] {X : Fin N → Ω → ℝ} {m : ℝ}
    (hN : 2 ≤ N) (hX : ∀ i, MemLp (X i) 2 μ) (hm : ∀ i, ∫ ω, X i ω ∂μ = m)
    (hc : ∀ i j, i ≠ j → 0 ≤ cov[X i, X j; μ]) :
    ∫ ω, naiveSqError X ω ∂μ ≤ Var[sampleMean X; μ] ∧
      (∫ ω, naiveSqError X ω ∂μ = Var[sampleMean X; μ] ↔
        ∀ i j, i ≠ j → cov[X i, X j; μ] = 0) := by
  have h2 : (2 : ℝ) ≤ N := by exact_mod_cast hN
  have hD : (N : ℝ) * (N - 1) ≠ 0 := (mul_pos (by linarith) (by linarith)).ne'
  have hin : ∀ i, ∀ j ∈ Finset.univ.erase i, 0 ≤ cov[X i, X j; μ] := fun i j hj =>
    hc i j (Finset.ne_of_mem_erase hj).symm
  have hrow : ∀ i ∈ (Finset.univ : Finset (Fin N)),
      0 ≤ ∑ j ∈ Finset.univ.erase i, cov[X i, X j; μ] := fun i _ =>
    Finset.sum_nonneg (hin i)
  have hb := bias_eq hN hX hm
  refine ⟨(naive_le_iff hN hX hm).mpr (Finset.sum_nonneg hrow), fun h => ?_, fun h => ?_⟩
  · -- a vanishing sum of nonnegative covariances has only vanishing terms
    rw [h, sub_self, eq_div_iff hD, zero_mul] at hb
    intro i j hij
    have hi := (Finset.sum_eq_zero_iff_of_nonneg hrow).mp hb.symm i (Finset.mem_univ i)
    exact (Finset.sum_eq_zero_iff_of_nonneg (hin i)).mp hi j
      (Finset.mem_erase.mpr ⟨hij.symm, Finset.mem_univ j⟩)
  · have h0 : crossCov μ X = 0 := Finset.sum_eq_zero (fun i _ =>
      Finset.sum_eq_zero (fun j hj => h i j (Finset.ne_of_mem_erase hj).symm))
    rw [h0, zero_div] at hb
    linarith

/-- For `N` identical copies of one observable `Y`, the naive squared error is zero on
every outcome, while the variance of the mean is the full variance of `Y`. -/
theorem identical_copies (hN : 2 ≤ N) (Y : Ω → ℝ) :
    (∀ ω, naiveSqError (fun _ : Fin N => Y) ω = 0) ∧
      Var[sampleMean (fun _ : Fin N => Y); μ] = Var[Y; μ] := by
  have hN' : (N : ℝ) ≠ 0 := Nat.cast_ne_zero.mpr (by omega)
  have h : sampleMean (fun _ : Fin N => Y) = Y := by
    ext ω
    simp only [sampleMean, Finset.sum_const, Finset.card_univ, Fintype.card_fin,
      nsmul_eq_mul]
    exact mul_div_cancel_left₀ _ hN'
  refine ⟨fun ω => ?_, by rw [h]⟩
  simp [naiveSqError, h]

end

end FlyvbjergPetersenBound
```

```lean
#print axioms FlyvbjergPetersenBound.naive_le_iff
#print axioms FlyvbjergPetersenBound.flyvbjerg_petersen_bound
#print axioms FlyvbjergPetersenBound.identical_copies
```

```
'FlyvbjergPetersenBound.naive_le_iff' depends on axioms: [propext, Classical.choice, Quot.sound]
'FlyvbjergPetersenBound.flyvbjerg_petersen_bound' depends on axioms: [propext, Classical.choice, Quot.sound]
'FlyvbjergPetersenBound.identical_copies' depends on axioms: [propext, Classical.choice, Quot.sound]
```

## What the hypotheses say about a run

A point `ω` of `Ω` is one complete run, and the probability measure `μ` is the distribution over runs. `X i ω` is the value recorded at position `i`, with `i` running from 0 to N − 1. The definitions `sampleMean`, `naiveSqError` and `crossCov` are X̄, Q and S; `crossCov` counts each unordered pair twice. The integral of `naiveSqError X` is E[Q].

The hypothesis `hX` says that each sample is square-integrable. The hypothesis `hm` says that the average over runs is the same at every position i, as it is when recording starts after equilibration. Equal variances are not required, and neither is full stationarity.

The sign condition `hc` is assumed, not derived from any dynamics. It stands for persistent fluctuations: a value above average tends to be accompanied by other values above average. Oscillating observables can violate it. For them `naive_le_iff` still applies, and only the sign of the total S matters. Equality in `flyvbjerg_petersen_bound` means uncorrelated samples, which need not be independent.

The bound compares averages over runs, so in a single run Q may exceed Var(X̄). It also concerns squared errors; passing to the error bar √Q takes a further step, Jensen's inequality, which the file does not contain. No correlation time is estimated, and no rule for choosing a block length follows.

## How the Lean proof follows the algebra

`memLp_sampleMean` shows that the sample mean is square-integrable. In `variance_sampleMean`, the step `hpt` expands the squared fluctuation into a double sum for each run. The integral then passes through the finite sums, which is allowed because products of square-integrable fluctuations are integrable.

`sum_sq_dev` is the change of reference value from X̄ to m. Its inner statement `h` is the expansion for a general c, used once at each reference value. `integral_naiveSqError` applies this identity run by run and integrates, recognising the terms as variances through `hV` and `hVM`.

`bias_eq` separates the diagonal of the covariance sum from the cross terms in `hS`; the final `linear_combination` performs the substitution that leaves S / (N(N − 1)). `naive_le_iff` reads off the sign, using the positivity of N(N − 1).

In `flyvbjerg_petersen_bound`, the inequality comes from `naive_le_iff`. For equality, `Finset.sum_eq_zero_iff_of_nonneg` is used twice: first each row of the covariance sum must vanish, then each entry within a row. The converse sets every cross term to zero in the bias identity. `identical_copies` proves the extreme case by showing that the sample mean of N copies of `Y` is `Y` itself.
